# Ground energy −⌊n/2⌋ and exponential degeneracy of the complete-graph Ising antiferromagnet

A configuration of \(n\) Ising spins is a map \(\sigma\) from the sites \(0,\dots,n-1\) to the Booleans, with \(s_i=+1\) where \(\sigma_i\) is true and \(s_i=-1\) where it is false. Its energy is \(E(\sigma)=\sum_{i<j}s_is_j\), with each pair of sites counted once, and a ground state is a configuration whose energy does not exceed that of any other.

```lean
import Mathlib

open Finset

namespace CompleteGraphAntiferromagnet

/-- The value `+1` (up) or `-1` (down) of an Ising spin. -/
def spin (b : Bool) : ℤ := if b = true then 1 else -1

/-- The antiferromagnetic energy with unit coupling: the sum of `s_i s_j` over all pairs `i < j`. -/
def energy {n : ℕ} (σ : Fin n → Bool) : ℤ :=
  ∑ i, ∑ j with i < j, spin (σ i) * spin (σ j)

/-- The total magnetization, the sum of all spins. -/
def magnetization {n : ℕ} (σ : Fin n → Bool) : ℤ := ∑ i, spin (σ i)

/-- The number of up spins. -/
def upCount {n : ℕ} (σ : Fin n → Bool) : ℕ := #{i | σ i = true}

/-- The ground states: configurations whose energy does not exceed that of any other. -/
def groundStates (n : ℕ) : Finset (Fin n → Bool) :=
  univ.filter fun σ => ∀ τ : Fin n → Bool, energy σ ≤ energy τ

/-- The squared magnetization equals twice the energy plus the number of spins. -/
theorem magnetization_sq {n : ℕ} (σ : Fin n → Bool) :
    magnetization σ ^ 2 = 2 * energy σ + n := by
  have hone : ∀ b, spin b * spin b = 1 := by
    intro b
    cases b <;> norm_num [spin]
  -- each ordered pair is increasing, decreasing or diagonal
  have hsplit : ∀ i j : Fin n, spin (σ i) * spin (σ j) =
      (if i < j then spin (σ i) * spin (σ j) else 0) +
      (if j < i then spin (σ j) * spin (σ i) else 0) + (if i = j then 1 else 0) := by
    intro i j
    rcases lt_trichotomy i j with h | h | h
    · simp [h, lt_asymm h, h.ne]
    · subst h
      simp [hone]
    · simp [h, lt_asymm h, h.ne', mul_comm]
  have hswap : ∑ i : Fin n, ∑ j : Fin n, (if j < i then spin (σ j) * spin (σ i) else 0) =
      ∑ i : Fin n, ∑ j : Fin n, (if i < j then spin (σ i) * spin (σ j) else 0) :=
    Finset.sum_comm
  have hdiag : ∑ i : Fin n, ∑ j : Fin n, (if i = j then (1 : ℤ) else 0) = n := by simp
  calc magnetization σ ^ 2 = ∑ i, ∑ j, spin (σ i) * spin (σ j) := by
        rw [magnetization, sq, Finset.sum_mul_sum]
    _ = ∑ i : Fin n, ∑ j : Fin n, ((if i < j then spin (σ i) * spin (σ j) else 0) +
          (if j < i then spin (σ j) * spin (σ i) else 0) + (if i = j then 1 else 0)) :=
        Finset.sum_congr rfl fun i _ => Finset.sum_congr rfl fun j _ => hsplit i j
    _ = 2 * energy σ + n := by
        simp only [Finset.sum_add_distrib]
        rw [hswap, hdiag]
        simp only [energy, Finset.sum_filter]
        ring

/-- With `k` up spins among `n`, the magnetization is `2k - n`. -/
theorem magnetization_eq {n : ℕ} (σ : Fin n → Bool) :
    magnetization σ = 2 * (upCount σ : ℤ) - n := by
  have h : ∀ b, spin b = 2 * (if b = true then 1 else 0) - 1 := by
    intro b
    cases b <;> norm_num [spin]
  simp only [magnetization, upCount, h, Finset.sum_sub_distrib, ← Finset.mul_sum,
    Finset.sum_boole]
  simp

/-- Exactly `binomial(n, k)` configurations have `k` up spins. -/
theorem card_upCount (n k : ℕ) :
    #{σ : Fin n → Bool | upCount σ = k} = n.choose k := by
  have hc : #(powersetCard k (univ : Finset (Fin n))) = n.choose k := by simp
  rw [← hc]
  -- a configuration is the same thing as its set of up sites
  refine Finset.card_bij' (fun σ _ => univ.filter fun i => σ i = true)
    (fun s _ => fun i => decide (i ∈ s)) ?_ ?_ ?_ ?_
  · intro σ hσ
    exact mem_powersetCard.mpr ⟨subset_univ _, (mem_filter.mp hσ).2⟩
  · intro s hs
    have h : (univ.filter fun i => decide (i ∈ s) = true) = s := by
      ext i
      simp
    refine mem_filter.mpr ⟨mem_univ _, ?_⟩
    change #(univ.filter fun i => decide (i ∈ s) = true) = k
    rw [h]
    exact (mem_powersetCard.mp hs).2
  · intro σ _
    funext i
    simp
  · intro s _
    ext i
    simp

/-- The energy equals `-⌊n/2⌋` exactly when the number of up spins is `n/2` rounded down or up. -/
theorem energy_eq_iff {n : ℕ} (σ : Fin n → Bool) :
    energy σ = -((n / 2 : ℕ) : ℤ) ↔ upCount σ = n / 2 ∨ upCount σ = (n + 1) / 2 := by
  have key := magnetization_sq σ
  rw [magnetization_eq] at key
  obtain ⟨m, hm⟩ : ∃ m, n = 2 * m ∨ n = 2 * m + 1 := ⟨n / 2, by omega⟩
  rcases hm with hm | hm
  · have h1 : n / 2 = m := by omega
    have h2 : (n + 1) / 2 = m := by omega
    have hn : (n : ℤ) = 2 * m := by omega
    rw [h1, h2]
    rw [hn] at key
    constructor
    · intro h
      have h0 : ((upCount σ : ℤ) - m) ^ 2 = 0 := by nlinarith
      have h3 : (upCount σ : ℤ) - m = 0 := by simpa using h0
      left
      omega
    · intro h
      have hk : (upCount σ : ℤ) = m := by omega
      rw [hk] at key
      nlinarith
  · have h1 : n / 2 = m := by omega
    have h2 : (n + 1) / 2 = m + 1 := by omega
    have hn : (n : ℤ) = 2 * m + 1 := by omega
    rw [h1, h2]
    rw [hn] at key
    constructor
    · intro h
      have h0 : ((upCount σ : ℤ) - m) * ((upCount σ : ℤ) - m - 1) = 0 := by nlinarith
      rcases mul_eq_zero.mp h0 with h3 | h3
      · left
        omega
      · right
        omega
    · rintro (h | h)
      · have hk : (upCount σ : ℤ) = m := by omega
        rw [hk] at key
        nlinarith
      · have hk : (upCount σ : ℤ) = m + 1 := by omega
        rw [hk] at key
        nlinarith

/-- The minimum energy over all configurations is `-⌊n/2⌋`. -/
theorem isLeast_energy (n : ℕ) :
    IsLeast (Set.range (energy (n := n))) (-((n / 2 : ℕ) : ℤ)) := by
  constructor
  · -- a configuration with `⌊n/2⌋` up spins exists, because their number is positive
    have hpos : 0 < #{σ : Fin n → Bool | upCount σ = n / 2} := by
      rw [card_upCount]
      exact Nat.choose_pos (Nat.div_le_self n 2)
    obtain ⟨σ, hσ⟩ := Finset.card_pos.mp hpos
    exact ⟨σ, (energy_eq_iff σ).mpr (Or.inl (mem_filter.mp hσ).2)⟩
  · rintro _ ⟨σ, rfl⟩
    have h := sq_nonneg (magnetization σ)
    rw [magnetization_sq] at h
    omega

/-- The ground states are the configurations whose number of up spins is `n/2` rounded
down or up. -/
theorem mem_groundStates_iff {n : ℕ} (σ : Fin n → Bool) :
    σ ∈ groundStates n ↔ upCount σ = n / 2 ∨ upCount σ = (n + 1) / 2 := by
  rw [← energy_eq_iff]
  obtain ⟨⟨τ, hτ⟩, hmin⟩ := isLeast_energy n
  simp only [groundStates, mem_filter, mem_univ, true_and]
  constructor
  · intro h
    exact le_antisymm ((h τ).trans_eq hτ) (hmin ⟨σ, rfl⟩)
  · intro h ρ
    rw [h]
    exact hmin ⟨ρ, rfl⟩

/-- The minimum energy is `-⌊n/2⌋`, and the number of ground states is `binomial(n, n/2)` for
even `n` and `2 binomial(n, (n-1)/2)` for odd `n`. -/
theorem ground_energy_and_degeneracy (n : ℕ) :
    IsLeast (Set.range (energy (n := n))) (-((n / 2 : ℕ) : ℤ)) ∧
    (Even n → #(groundStates n) = n.choose (n / 2)) ∧
    (Odd n → #(groundStates n) = 2 * n.choose ((n - 1) / 2)) := by
  refine ⟨isLeast_energy n, ?_, ?_⟩
  · rintro ⟨m, hm⟩
    have h2 : (n + 1) / 2 = n / 2 := by omega
    rw [← card_upCount]
    congr 1
    ext σ
    rw [mem_groundStates_iff, h2]
    simp
  · rintro ⟨m, rfl⟩
    have h1 : (2 * m + 1) / 2 = m := by omega
    have h2 : (2 * m + 1 + 1) / 2 = m + 1 := by omega
    have h3 : (2 * m + 1 - 1) / 2 = m := by omega
    -- two disjoint sectors, with magnetization `-1` and `+1`
    have hU : groundStates (2 * m + 1) =
        (univ.filter fun σ => upCount σ = m) ∪ (univ.filter fun σ => upCount σ = m + 1) := by
      ext σ
      rw [mem_groundStates_iff, h1, h2]
      simp
    have hD : Disjoint (univ.filter fun σ : Fin (2 * m + 1) → Bool => upCount σ = m)
        (univ.filter fun σ => upCount σ = m + 1) :=
      Finset.disjoint_filter.mpr fun σ _ ha hb => by omega
    rw [hU, Finset.card_union_of_disjoint hD, card_upCount, card_upCount, h3,
      Nat.choose_symm_half]
    ring

/-- The number of ground states is at least `2^n / (n + 1)`. -/
theorem two_pow_le_degeneracy (n : ℕ) : 2 ^ n ≤ (n + 1) * #(groundStates n) := by
  have h : n.choose (n / 2) ≤ #(groundStates n) := by
    rw [← card_upCount]
    refine Finset.card_le_card fun σ hσ => ?_
    exact (mem_groundStates_iff σ).mpr (Or.inl (mem_filter.mp hσ).2)
  -- the central binomial coefficient is the largest of the `n + 1` in its row
  calc 2 ^ n = ∑ k ∈ range (n + 1), n.choose k := (Nat.sum_range_choose n).symm
    _ ≤ ∑ _k ∈ range (n + 1), n.choose (n / 2) :=
        Finset.sum_le_sum fun k _ => Nat.choose_le_middle k n
    _ = (n + 1) * n.choose (n / 2) := by simp
    _ ≤ (n + 1) * #(groundStates n) := Nat.mul_le_mul_left _ h

end CompleteGraphAntiferromagnet
```

```lean
#print axioms CompleteGraphAntiferromagnet.ground_energy_and_degeneracy
#print axioms CompleteGraphAntiferromagnet.two_pow_le_degeneracy
```

```
'CompleteGraphAntiferromagnet.ground_energy_and_degeneracy' depends on axioms: [propext, Classical.choice, Quot.sound]
'CompleteGraphAntiferromagnet.two_pow_le_degeneracy' depends on axioms: [propext, Classical.choice, Quot.sound]
```

## The minimum and the number of minimisers

The theorem `ground_energy_and_degeneracy` has three parts, valid for every natural number \(n\), including zero. The first says that \(-\lfloor n/2\rfloor\) is the least element of the set of energies: some configuration has this energy, and none has less. In `-((n / 2 : ℕ) : ℤ)` the division is between natural numbers and therefore rounds down; the result is then converted to an integer and negated.

The other two parts count the ground states. Writing \(g\) for their number, they give

\[
g=\binom{n}{n/2}\quad(n\text{ even}),\qquad
g=2\binom{n}{(n-1)/2}\quad(n\text{ odd}).
\]

The set `groundStates n` is defined by comparing energies, without reference to the value of the minimum or to the number of up spins. Configurations related by a global spin flip are counted separately.

The theorem `two_pow_le_degeneracy` adds the bound \(2^n\le (n+1)g\), so the degeneracy grows exponentially with the number of spins.

## Equal antiferromagnetic coupling between all pairs

The positive sign in \(E\) makes antiparallel pairs favourable. The unit coefficient stands for an exchange constant \(J>0\), the same for every pair, with energies measured in units of \(J\). There is no external field, and the spins are classical.

For \(n\ge3\) the graph contains triangles, and three Ising spins cannot all be mutually antiparallel. This is the frustration in the model: the pair energies cannot all reach \(-1\) together. Minimising the total energy instead makes the magnetization \(M=\sum_i s_i\) as small in magnitude as the parity of \(n\) allows, which leaves many choices of which spins point up.

For simulation practice, this finite classical model with uniform coupling supplies an exact ground energy and an exact count of minimisers against which an enumeration or optimisation code can be compared. The theorems do not cover unequal couplings, other graphs or a transverse field.

## Energy as a function of magnetization

Expanding the square of \(M\) gives a sum over ordered pairs of sites. The terms with \(i<j\) sum to \(E\), those with \(j<i\) sum to \(E\) again by symmetry, and the diagonal contributes \(n\) because \(s_i^2=1\):

\[
M^2=\sum_{i,j}s_is_j=2E+n .
\]

This is `magnetization_sq`. Its proof writes every product as the sum of three conditional terms (`hsplit`), exchanges the order of summation to identify the two off-diagonal parts (`hswap`), and evaluates the diagonal (`hdiag`).

Let \(k\) be the number of up spins, called `upCount σ` in the code. Then \(n-k\) spins are down, and

\[
M=k-(n-k)=2k-n,\qquad E=\frac{(2k-n)^2-n}{2}.
\]

The first equation is `magnetization_eq`, proved by writing each spin as twice an indicator minus one and summing.

Since \(M^2\ge0\), we have \(E\ge-n/2\). The energy is an integer, so this sharpens to \(E\ge-\lfloor n/2\rfloor\). In `isLeast_energy` the tactic `omega` performs this integer rounding after `sq_nonneg` has supplied the inequality.

## Which configurations reach the bound

The lemma `energy_eq_iff` says that \(E=-\lfloor n/2\rfloor\) exactly when \(k=\lfloor n/2\rfloor\) or \(k=\lfloor (n+1)/2\rfloor\). Its proof treats the two parities separately.

If \(n=2m\), the energy identity reads

\[
4(k-m)^2=2(E+m),
\]

so \(E=-m\) exactly when \(k=m\). The two values of \(k\) in the lemma then coincide.

If \(n=2m+1\), it reads \((2k-2m-1)^2=2E+2m+1\). Expanding the square and subtracting one from both sides gives

\[
4(k-m)(k-m-1)=2(E+m),
\]

so \(E=-m\) exactly when \(k=m\) or \(k=m+1\). These are the sectors with \(M=-1\) and \(M=+1\). In Lean, `nlinarith` carries out the algebra in both cases, and `mul_eq_zero` separates the two factors in the odd case.

A configuration is determined by its set of up sites, so exactly \(\binom nk\) configurations have \(k\) up spins. The lemma `card_upCount` proves this by an explicit bijection with the \(k\)-element subsets of the sites. Because \(\binom{n}{\lfloor n/2\rfloor}\) is positive, a configuration with \(\lfloor n/2\rfloor\) up spins exists, and the lower bound is attained.

It follows that the ground states are precisely the configurations with one of the two listed values of \(k\), which is `mem_groundStates_iff`. For even \(n\) there is one sector, of size \(\binom{n}{n/2}\). For \(n=2m+1\) there are two disjoint sectors, and the symmetry of the binomial coefficients gives

\[
g=\binom{2m+1}{m}+\binom{2m+1}{m+1}=2\binom{2m+1}{m}.
\]

## The exponential lower bound

For either parity, the sector with \(\lfloor n/2\rfloor\) up spins consists of ground states, so \(g\ge\binom{n}{\lfloor n/2\rfloor}\). This coefficient is the largest of the \(n+1\) entries in its row of Pascal's triangle, and the row sums to \(2^n\). Hence

\[
2^n=\sum_{k=0}^{n}\binom nk
\le (n+1)\binom{n}{\lfloor n/2\rfloor}
\le (n+1)g .
\]

The `calc` block in `two_pow_le_degeneracy` follows this chain, with `Nat.choose_le_middle` providing the comparison with the central coefficient.
